# For |w| < 1, log |e^{iθ} − w| averages to zero over a uniform phase θ

Take a phase factor e^{iθ} on the unit circle and a fixed complex number w with |w| < 1. The lemma states that e^{iθ} − w is never zero, that log |e^{iθ} − w| is a continuous function of θ, and that its integral over θ from 0 to 2π is zero. In physical terms, multiplying an amplitude by e^{iθ} − w, with θ uniformly distributed, changes the logarithm of its modulus by zero on average. The attempt gets the first claim by comparing moduli and the second from the continuity of the logarithm away from zero. For the integral it uses Mathlib's formula for the circle average, which gives the positive part of log |w|, and this is zero because |w| < 1.

Lean 4 with Mathlib refuses this proof:

```lean
import Mathlib

open Matrix Filter Topology

namespace RandomPhaseGrowth

noncomputable section

lemma log_circle (w : ℂ) (hw : ‖w‖ < 1) :
    (∀ θ, circleMap 0 1 θ - w ≠ 0) ∧
    (Continuous fun θ => Real.log ‖circleMap 0 1 θ - w‖) ∧
    ∫ θ in (0 : ℝ)..(2 * Real.pi), Real.log ‖circleMap 0 1 θ - w‖ = 0 := by
  have hne : ∀ θ, circleMap 0 1 θ - w ≠ 0 := by
    intro θ h
    have h1 : ‖circleMap 0 1 θ‖ = 1 := by simp
    rw [sub_eq_zero.mp h] at h1
    linarith
  refine ⟨hne, Continuous.log (((continuous_circleMap 0 1).sub continuous_const).norm)
    fun θ => norm_ne_zero_iff.mpr (hne θ), ?_⟩
  have h : (2 * Real.pi)⁻¹ • ∫ θ in (0 : ℝ)..(2 * Real.pi),
      Real.log ‖circleMap 0 1 θ - w‖ = Real.posLog ‖w‖ :=
    circleAverage_log_norm_sub_const_eq_posLog (a := w)
  rw [Real.posLog_def, max_eq_left (Real.log_nonpos (norm_nonneg _) hw.le), smul_eq_mul] at h
  exact (mul_eq_zero.mp h).resolve_left (inv_ne_zero Real.two_pi_pos.ne')

end

end RandomPhaseGrowth
```

Lean reports:

```
Main.lean:23:23: error: Tactic `rewrite` failed: Did not find an occurrence of the pattern
  max 0 (Real.log ‖w‖)
in the target expression
  (2 * Real.pi)⁻¹ • ∫ (θ : ℝ) in 0..2 * Real.pi, Real.log ‖circleMap 0 1 θ - w‖ = (0 ⊔ fun x => Real.log x) ‖w‖

w : ℂ
hw : ‖w‖ < 1
hne : ∀ (θ : ℝ), circleMap 0 1 θ - w ≠ 0
h : (2 * Real.pi)⁻¹ • ∫ (θ : ℝ) in 0..2 * Real.pi, Real.log ‖circleMap 0 1 θ - w‖ = (0 ⊔ fun x => Real.log x) ‖w‖
⊢ ∫ (θ : ℝ) in 0..2 * Real.pi, Real.log ‖circleMap 0 1 θ - w‖ = 0
```

What went wrong. The error arises in simplifying the right-hand side of `h`. Rewriting with `Real.posLog_def` turns `Real.posLog ‖w‖` into `(0 ⊔ fun x => Real.log x) ‖w‖`, which is the maximum of two functions, evaluated at `‖w‖`. The next rewrite, by `max_eq_left`, looks for `max 0 (Real.log ‖w‖)`, the maximum of two numbers. The two expressions are equal by definition, but `rw` searches for the pattern as written and does not unfold the maximum of functions to find it.

The repair proves `Real.posLog ‖w‖ = 0` separately, as `hp`. There, after the same unfolding, `show` restates the goal with the maximum of numbers, which Lean accepts because the two forms agree by definition. `max_eq_left` then closes the goal, with the same proof as before that the logarithm is not positive. Rewriting `h` with `hp` puts 0 on its right-hand side, and the original last line finishes the proof.

The mended proof, as a diff:

```diff
@@ -21,5 +21,9 @@
       Real.log ‖circleMap 0 1 θ - w‖ = Real.posLog ‖w‖ :=
     circleAverage_log_norm_sub_const_eq_posLog (a := w)
-  rw [Real.posLog_def, max_eq_left (Real.log_nonpos (norm_nonneg _) hw.le), smul_eq_mul] at h
+  have hp : Real.posLog ‖w‖ = 0 := by
+    rw [Real.posLog_def]
+    show max (0 : ℝ) (Real.log ‖w‖) = 0
+    exact max_eq_left (Real.log_nonpos (norm_nonneg _) hw.le)
+  rw [hp, smul_eq_mul] at h
   exact (mul_eq_zero.mp h).resolve_left (inv_ne_zero Real.two_pi_pos.ne')
 
```
